# Uniform scaling can drive the electron count on a fixed grid to infinity or to zero

When an electron density $n$ on $d$-dimensional space is compressed towards the origin by uniform scaling, $n_g(x)=g^d\,n(gx)$ with growing $g$, its exact electron number stays the same, but a fixed integration grid goes on sampling it at the same finitely many points. For $d\ge 1$, positive weights, $n(0)>0$ and $\|x\|^d n(x)\to 0$ at infinity, the electron count on the grid tends to infinity as $g\to\infty$ if some grid point is the origin, and to zero if none is.

```lean
import Mathlib

open Filter Topology MeasureTheory

namespace GridScaling

noncomputable section

/-- Euclidean space of dimension `d`. -/
abbrev Space (d : ℕ) := EuclideanSpace ℝ (Fin d)

variable {d : ℕ} {ι : Type*} [Fintype ι]

/-- The uniformly scaled density `n_g(x) = g^d n(g x)`. -/
def scaledDensity (n : Space d → ℝ) (g : ℝ) (x : Space d) : ℝ :=
  g ^ d * n (g • x)

/-- The electron count of a density `n` on a grid with points `x i` and weights `w i`. -/
def gridCount (w : ι → ℝ) (x : ι → Space d) (n : Space d → ℝ) : ℝ :=
  ∑ i, w i * n (x i)

/-- The density has tail constant `K`: `‖x‖^d n(x)` tends to `K` as `‖x‖` tends to infinity. -/
def HasTail (n : Space d → ℝ) (K : ℝ) : Prop :=
  Tendsto (fun x : Space d => ‖x‖ ^ d * n x) (comap norm atTop) (𝓝 K)

open scoped Classical in
/-- The total weight of the grid points that lie at the origin. -/
def originWeight (w : ι → ℝ) (x : ι → Space d) : ℝ :=
  ∑ i, if x i = 0 then w i else 0

/-- For an integrable density and `g > 0`, the scaled density is integrable and
has the same exact electron number. -/
theorem integral_scaledDensity {n : Space d → ℝ} (hn : Integrable n) {g : ℝ} (hg : 0 < g) :
    Integrable (scaledDensity n g) ∧ ∫ x, scaledDensity n g x = ∫ x, n x := by
  refine ⟨(hn.comp_smul hg.ne').const_mul _, ?_⟩
  simp only [scaledDensity]
  -- the Jacobian of the dilation cancels the prefactor
  rw [integral_const_mul, Measure.integral_comp_smul volume n g, finrank_euclideanSpace_fin,
    abs_of_pos (inv_pos.mpr (pow_pos hg d)), smul_eq_mul]
  exact mul_inv_cancel_left₀ (pow_pos hg d).ne' _

/-- At a fixed point away from the origin, the scaled density of a density with tail
constant `K` tends to `K / ‖x‖^d` as `g` tends to infinity. -/
theorem tendsto_scaledDensity {n : Space d → ℝ} {K : ℝ} (hn : HasTail n K)
    {x : Space d} (hx : x ≠ 0) :
    Tendsto (fun g => scaledDensity n g x) atTop (𝓝 (K / ‖x‖ ^ d)) := by
  have hpos : 0 < ‖x‖ := norm_pos_iff.mpr hx
  have hne : ‖x‖ ≠ 0 := hpos.ne'
  have hn' : Tendsto (fun y : Space d => ‖y‖ ^ d * n y) (comap norm atTop) (𝓝 K) := hn
  -- the scaled argument runs off to infinity
  have hfar : Tendsto (fun g : ℝ => g • x) atTop (comap norm atTop) := by
    rw [tendsto_comap_iff]
    have h : Tendsto (fun g : ℝ => g * ‖x‖) atTop atTop := tendsto_id.atTop_mul_const hpos
    refine h.congr' ?_
    filter_upwards [eventually_ge_atTop 0] with g hg
    simp only [Function.comp_apply, norm_smul, Real.norm_eq_abs, abs_of_nonneg hg]
  refine ((hn'.comp hfar).div_const (‖x‖ ^ d)).congr' ?_
  filter_upwards [eventually_ge_atTop 0] with g hg
  simp only [Function.comp_apply, scaledDensity, norm_smul, Real.norm_eq_abs,
    abs_of_nonneg hg, mul_pow]
  field_simp

/-- On a grid that avoids the origin, the count of the scaled density tends to `K ∑ w_i / ‖x_i‖^d`
as `g` tends to infinity, where `K` is the tail constant of the density. -/
theorem tendsto_gridCount_off_origin (w : ι → ℝ) {x : ι → Space d} {n : Space d → ℝ} {K : ℝ}
    (hn : HasTail n K) (hx : ∀ i, x i ≠ 0) :
    Tendsto (fun g => gridCount w x (scaledDensity n g)) atTop
      (𝓝 (K * ∑ i, w i / ‖x i‖ ^ d)) := by
  simp only [gridCount, Finset.mul_sum]
  refine tendsto_finsetSum _ fun i _ => ?_
  rw [show K * (w i / ‖x i‖ ^ d) = w i * (K / ‖x i‖ ^ d) by ring]
  exact (tendsto_scaledDensity hn (hx i)).const_mul (w i)

/-- If `‖x‖^d n(x)` vanishes at infinity, the grid count of the scaled density differs from
`g^d n(0)` times the weight at the origin by an error that tends to zero as `g` tends to infinity.
-/
theorem gridCount_asymptotics (w : ι → ℝ) (x : ι → Space d) {n : Space d → ℝ}
    (hn : HasTail n 0) :
    Tendsto (fun g => gridCount w x (scaledDensity n g) - g ^ d * (n 0 * originWeight w x))
      atTop (𝓝 0) := by
  have hsum : (0 : ℝ) = ∑ _i : ι, (0 : ℝ) := by simp
  rw [hsum]
  simp only [gridCount, originWeight, Finset.mul_sum, ← Finset.sum_sub_distrib]
  refine tendsto_finsetSum _ fun i _ => ?_
  by_cases hi : x i = 0
  · -- a point at the origin contributes exactly its leading term
    simp only [hi, ↓reduceIte, scaledDensity, smul_zero]
    refine tendsto_const_nhds.congr fun g => ?_
    ring
  · -- every other point only sees the tail
    simp only [hi, ↓reduceIte, mul_zero, sub_zero]
    have h := (tendsto_scaledDensity hn hi).const_mul (w i)
    rwa [zero_div, mul_zero] at h

/-- With positive weights, a grid point at the origin, `n(0) > 0` and `‖x‖^d n(x)` vanishing at
infinity, the count of the scaled density tends to infinity as `g` does, in every dimension `d ≠ 0`.
-/
theorem tendsto_gridCount_atTop (hd : d ≠ 0) {w : ι → ℝ} {x : ι → Space d} {n : Space d → ℝ}
    (hn : HasTail n 0) (h0 : 0 < n 0) (hw : ∀ i, 0 < w i) (hx : ∃ i, x i = 0) :
    Tendsto (fun g => gridCount w x (scaledDensity n g)) atTop atTop := by
  obtain ⟨i, hi⟩ := hx
  have hW : 0 < originWeight w x := by
    unfold originWeight
    refine Finset.sum_pos' (fun j _ => ?_) ⟨i, Finset.mem_univ i, ?_⟩
    · split_ifs
      · exact (hw j).le
      · exact le_rfl
    · rw [if_pos hi]
      exact hw i
  have hlead : Tendsto (fun g : ℝ => g ^ d * (n 0 * originWeight w x)) atTop atTop :=
    (tendsto_pow_atTop hd).atTop_mul_const (mul_pos h0 hW)
  refine ((gridCount_asymptotics w x hn).add_atTop hlead).congr fun g => ?_
  ring

/-- Let `d ≠ 0`, `n(0) > 0`, `‖x‖^d n(x)` vanish at infinity and all weights be positive. As `g`
tends to infinity, the grid count of the scaled density tends to infinity exactly when some
grid point is the origin, and to zero exactly when none is. -/
theorem gridCount_dichotomy (hd : d ≠ 0) {w : ι → ℝ} {x : ι → Space d} {n : Space d → ℝ}
    (hn : HasTail n 0) (h0 : 0 < n 0) (hw : ∀ i, 0 < w i) :
    (Tendsto (fun g => gridCount w x (scaledDensity n g)) atTop atTop ↔ ∃ i, x i = 0) ∧
    (Tendsto (fun g => gridCount w x (scaledDensity n g)) atTop (𝓝 0) ↔ ∀ i, x i ≠ 0) := by
  have hup := tendsto_gridCount_atTop (x := x) hd hn h0 hw
  have hdown : (∀ i, x i ≠ 0) →
      Tendsto (fun g => gridCount w x (scaledDensity n g)) atTop (𝓝 0) := fun hx => by
    simpa only [zero_mul] using tendsto_gridCount_off_origin w hn hx
  -- the two limits exclude each other
  refine ⟨⟨fun h => ?_, hup⟩, ⟨fun h i hi => ?_, hdown⟩⟩
  · by_contra hne
    exact not_tendsto_nhds_of_tendsto_atTop h 0 (hdown (not_exists.mp hne))
  · exact not_tendsto_nhds_of_tendsto_atTop (hup ⟨i, hi⟩) 0 h

/-- Let `d ≠ 0`, `n(0) > 0`, `‖x‖^d n(x)` vanish at infinity and all weights be positive. As `g`
tends to infinity, the count of the scaled density on a fixed grid does not converge to any nonzero
number `N`. -/
theorem gridCount_not_tendsto (hd : d ≠ 0) {w : ι → ℝ} {x : ι → Space d} {n : Space d → ℝ}
    (hn : HasTail n 0) (h0 : 0 < n 0) (hw : ∀ i, 0 < w i) {N : ℝ} (hN : N ≠ 0) :
    ¬ Tendsto (fun g => gridCount w x (scaledDensity n g)) atTop (𝓝 N) := by
  intro h
  by_cases hx : ∃ i, x i = 0
  · exact not_tendsto_nhds_of_tendsto_atTop (tendsto_gridCount_atTop hd hn h0 hw hx) N h
  · have hz := (gridCount_dichotomy hd hn h0 hw).2.mpr (not_exists.mp hx)
    exact hN (tendsto_nhds_unique h hz)

/-- For an exponential density `A exp(-a ‖x‖)` with `a > 0`, the product `‖x‖^d n(x)` vanishes
at infinity. -/
theorem hasTail_exponential (A : ℝ) {a : ℝ} (ha : 0 < a) :
    HasTail (fun x : Space d => A * Real.exp (-a * ‖x‖)) 0 := by
  have hr : Tendsto (fun y : Space d => a * ‖y‖) (comap norm atTop) atTop :=
    tendsto_comap.const_mul_atTop ha
  have h := ((Real.tendsto_pow_mul_exp_neg_atTop_nhds_zero d).comp hr).const_mul (A / a ^ d)
  rw [mul_zero] at h
  refine h.congr fun y => ?_
  simp only [Function.comp_apply, mul_pow, neg_mul]
  field_simp

end

end GridScaling
```

```lean
#print axioms GridScaling.integral_scaledDensity
-- 'GridScaling.integral_scaledDensity' depends on axioms: [propext, Classical.choice, Quot.sound]
#print axioms GridScaling.gridCount_not_tendsto
-- 'GridScaling.gridCount_not_tendsto' depends on axioms: [propext, Classical.choice, Quot.sound]
#print axioms GridScaling.hasTail_exponential
-- 'GridScaling.hasTail_exponential' depends on axioms: [propext, Classical.choice, Quot.sound]
```

## The two limits of the grid sum

The grid has points $x_i$ and weights $w_i$, with $i$ running over a finite index type `ι`. The count of a density $n$ is the quadrature sum $\sum_i w_i\,n(x_i)$, written `gridCount w x n`. The scaled density is `scaledDensity n g`, so the quantity under study is

$$N_{\rm grid}(g)=\sum_i w_i\,g^d\,n(g x_i).$$

The main theorem, `gridCount_dichotomy`, makes two equivalences out of the opening statement. The count tends to $+\infty$ exactly when $x_i=0$ for some $i$, and it tends to $0$ exactly when $x_i\neq 0$ for all $i$. In Lean the two kinds of limit are `Tendsto … atTop atTop` and `Tendsto … atTop (𝓝 0)`, where the first `atTop` is $g\to\infty$ through the real numbers. A grid without any points belongs to the second case, since its count is zero throughout.

`gridCount_not_tendsto` draws the consequence for the electron number: under the same hypotheses the count does not converge to any $N\neq 0$.

The decay condition is `HasTail n 0`. In general `HasTail n K` says that $\|x\|^d n(x)\to K$ as $\|x\|\to\infty$. The filter `comap norm atTop` expresses that only the distance from the origin has to grow, so the limit is uniform in direction.

The density is any real-valued function on `Space d`, which is Euclidean space with its usual norm. Continuity and nonnegativity are not required, and grid points may coincide. The textbook case is $d=3$. For $d=0$ space is a single point and scaling does nothing, so a nonempty grid has a constant count that cannot diverge; this is what `hd : d ≠ 0` rules out.

## What the hypotheses mean for a density

The origin is the centre of the scaling, for instance the nucleus of an atom. Compression piles the density up there, and a grid point at that position sees the height $g^d n(0)$ but not the shrinking volume over which the height extends. A point anywhere else eventually sees only the tail.

The condition on the tail holds for exponentially decaying densities. `hasTail_exponential` proves it for $A\,e^{-a\|x\|}$ with $a>0$. With $A>0$ the condition $n(0)>0$ holds as well, so a hydrogen-like 1s density is an example; scaling it by $g$ multiplies its nuclear charge by $g$.

It would not be enough to ask that $\|x\|^d n(x)$ stay bounded. The function $n(x)=1/(1+\|x\|^d)$ has tail constant $K=1$, and on a nonempty grid that avoids the origin its count tends to $\sum_i w_i/\|x_i\|^d$, which is positive for positive weights. This follows from `tendsto_gridCount_off_origin`. The function is not integrable, so it is not the density of a finite number of electrons. It shows that the theorem, which admits any real-valued function, would fail under the weaker condition.

Positive weights ensure that the contributions at the origin add up to something positive. A single point at the origin with negative weight would send the count to $-\infty$.

For numerical tests of scaling conditions on density functionals, the result means that a fixed finite grid with positive weights loses even the electron number in the limit $g\to\infty$, for densities that meet the two conditions above. It gives no error estimate at a particular finite $g$. The failure comes from holding the grid still: with points $x_i/g$ and weights $w_i/g^d$ the factors cancel and the count stays at $\sum_i w_i n(x_i)$. The theorems here treat only the fixed grid.

## One point at a time

**The exact electron number.** For integrable $n$ and $g>0$, the substitution $y=gx$ with $dy=g^d\,dx$ gives

$$\int g^d n(gx)\,dx=\int n(y)\,dy.$$

This is `integral_scaledDensity`. Mathlib's `Measure.integral_comp_smul` supplies the Jacobian factor $g^{-d}$, which cancels the prefactor. The theorem also states that the scaled density is integrable. The grid theorems do not use integrability.

**A point away from the origin.** Let $x\neq 0$ and let $n$ have tail constant $K$. For $g>0$ we have $\|gx\|=g\|x\|$, and therefore

$$g^d n(gx)=\frac{\|gx\|^d\,n(gx)}{\|x\|^d}\;\longrightarrow\;\frac{K}{\|x\|^d}\qquad(g\to\infty),$$

because $gx$ runs off to infinity. In `tendsto_scaledDensity` the step `hfar` proves that last claim. The tail hypothesis is then composed with it and divided by $\|x\|^d$, and `field_simp` confirms that the two expressions for the scaled density agree.

**A grid that avoids the origin.** Multiplying by $w_i$ and adding finitely many limits gives

$$N_{\rm grid}(g)\;\longrightarrow\;K\sum_i\frac{w_i}{\|x_i\|^d}.$$

This is `tendsto_gridCount_off_origin`, which holds for weights of any sign. For $K=0$ the limit is zero.

**A general grid.** Let $W_0=\sum_{i:\,x_i=0}w_i$ be the total weight at the origin, called `originWeight w x`. A point with $x_i=0$ contributes exactly $w_i g^d n(0)$. If $K=0$, every other point contributes a term that vanishes in the limit, so

$$N_{\rm grid}(g)-g^d\,n(0)\,W_0\;\longrightarrow\;0.$$

`gridCount_asymptotics` proves this by distributing the difference over the grid points and splitting on whether `x i = 0`. In the first case the difference is identically zero, and in the second it is the tail term just computed. Again the weights may have any sign.

**Divergence.** If the weights are positive and some $x_i=0$, then $W_0>0$. With $n(0)>0$ and $d\neq 0$, the leading term $g^d n(0)W_0$ tends to infinity, and adding a remainder that tends to zero does not change that. `tendsto_gridCount_atTop` follows these steps: `hW` is the positivity of $W_0$, `hlead` is the growth of the leading term, and `add_atTop` combines it with the remainder.

**Both equivalences.** Either some grid point is the origin or none is, and the count diverges in the first case and tends to zero in the second. A function cannot do both, so each limit also reveals which kind of grid produced it. In `gridCount_dichotomy` the two implications are `hup` and `hdown`, and `not_tendsto_nhds_of_tendsto_atTop` provides the incompatibility that yields the converses. The same case split proves `gridCount_not_tendsto`: a divergent count has no finite limit, and a count that tends to zero cannot also tend to $N\neq 0$, because limits are unique.

**Exponential tails.** With $r=a\|x\|$,

$$\|x\|^d A\,e^{-a\|x\|}=\frac{A}{a^d}\,r^d e^{-r}\;\longrightarrow\;0,$$

since the exponential outweighs every power. The proof of `hasTail_exponential` makes this substitution and takes the limit of $r^d e^{-r}$ from Mathlib.
